# Cutting the Gaussian superposition of the 1s Slater function \(e^{-Zr}\) at a large exponent \(A\) loses a fraction \(\sim Z/\sqrt{\pi A}\) of its value at the nucleus

## The Slater function and its Gaussian weight

In atomic units, let \(Z>0\) be the exponent of the 1s Slater function \(e^{-Zr}\), with \(r\ge 0\) the distance from the nucleus. For a Gaussian exponent \(a>0\) define the weight

\[ w(a)=\frac{Z}{2\sqrt\pi}\,a^{-3/2}e^{-Z^2/(4a)}, \]

and for a largest exponent \(A>0\) let

\[ S_A(r)=\int_0^A w(a)e^{-ar^2}\,da,\qquad T(A)=\int_A^\infty w(a)\,da . \]

The Slater function here equals 1 at the nucleus, so \(T(A)\) will be a relative error. For the normalised orbital \(\sqrt{Z^3/\pi}\,e^{-Zr}\), the missed amplitude is \(\sqrt{Z^3/\pi}\,T(A)\).

The Fermi contact contribution to spin-spin coupling depends on the wavefunction at the nucleus. The result shows how slowly that value is recovered as the largest exponent \(A\) grows, for one fixed Slater function with a continuous, truncated weight; it doesn't treat a finite basis with optimised coefficients.

## Bounds, limit and exponent criterion

For all \(Z,A>0\),

\[ e^{-Z^2/(4A)}\frac{Z}{\sqrt{\pi A}}\le T(A)\le\frac{Z}{\sqrt{\pi A}},\qquad \sqrt A\,T(A)\xrightarrow[A\to\infty]{}\frac{Z}{\sqrt\pi}. \]

In Lean, `slaterWeight Z a` is \(w(a)\), `truncatedSlater Z A r` is \(S_A(r)\), and `missedAmplitude Z A` is \(T(A)\). The sets `Ioc 0 A` and `Ioi A` are the exponent ranges \(0<a\le A\) and \(a>A\). All variables are real numbers; \(Z\) need not be an integer nuclear charge.

The theorem `slater_superposition` states that the weighted Gaussians are integrable over \(a>0\) and integrate to \(e^{-Zr}\). `missedAmplitude_eq` says \(T(A)=1-S_A(0)\), which justifies the name. The two displayed results are `missedAmplitude_bounds` and `tendsto_sqrt_mul_missedAmplitude`. Finally, `missedAmplitude_le_of_exponent` gives \(T(A)\le\varepsilon\) whenever \(\varepsilon>0\) and \(A\ge Z^2/(\pi\varepsilon^2)\).

## From the error function to the tail

Let \(\operatorname{erf}(x)=\frac{2}{\sqrt\pi}\int_0^x e^{-u^2}du\), and for real \(Y\) put

\[ H_Y(a)=e^{-Yr}\operatorname{erf}\!\left(r\sqrt a-\frac{Y}{2\sqrt a}\right). \]

The square of the argument is \(ar^2-Yr+Y^2/(4a)\), so the factor \(e^{-Yr}\) cancels and

\[ H_Y'(a)=\frac{2}{\sqrt\pi}e^{-ar^2-Y^2/(4a)}\left(\frac{r}{2\sqrt a}+\frac{Y}{4a^{3/2}}\right). \]

In \(F=(H_Z-H_{-Z})/2\) the terms in \(r\) cancel, leaving \(F'(a)=w(a)e^{-ar^2}\). As \(a\to0^+\), the two error functions tend to \(-1\) and \(1\), so \(F\to-(e^{-Zr}+e^{Zr})/2\). As \(a\to\infty\), \(F\to(e^{-Zr}-e^{Zr})/2\); at \(r=0\) both arguments tend to zero, which agrees with this value. Subtracting the limits gives

\[ \int_0^\infty w(a)e^{-ar^2}\,da=e^{-Zr}. \]

Setting \(r=0\) and splitting the range at \(A\) gives \(1=S_A(0)+T(A)\).

For \(a>A\) we have \(e^{-Z^2/(4A)}\le e^{-Z^2/(4a)}\le1\), while

\[ \frac{Z}{2\sqrt\pi}\int_A^\infty a^{-3/2}\,da=\frac{Z}{2\sqrt\pi}\cdot\frac{2}{\sqrt A}=\frac{Z}{\sqrt{\pi A}}. \]

This proves both bounds. Multiplying them by \(\sqrt A\) squeezes \(\sqrt A\,T(A)\) to \(Z/\sqrt\pi\). If \(A\ge Z^2/(\pi\varepsilon^2)\), then \(\sqrt{\pi A}\ge Z/\varepsilon\), so the upper bound is at most \(\varepsilon\).

In the opposite limit, \(A\to0^+\), every Gaussian is removed and \(T(A)\to1\). The lower bound then tends to zero and the upper one diverges: the estimate is sharp only for \(A\gg Z^2\).

## The derivation in Lean

```lean
import Mathlib

open MeasureTheory Set Filter Topology Real

namespace SlaterCuspGaussians

noncomputable section

/-- Weight of the Gaussian with exponent `a > 0` in a 1s Slater function of exponent `Z`. -/
def slaterWeight (Z a : ℝ) : ℝ :=
  Z / (2 * √π) * a ^ (-3 / 2 : ℝ) * Real.exp (-Z ^ 2 / (4 * a))

/-- The superposition at distance `r` of the Gaussians with exponents up to `A`. -/
def truncatedSlater (Z A r : ℝ) : ℝ :=
  ∫ a in Ioc 0 A, slaterWeight Z a * Real.exp (-a * r ^ 2)

/-- The total weight `T(A)` of the Gaussians with exponents above `A`. -/
def missedAmplitude (Z A : ℝ) : ℝ := ∫ a in Ioi A, slaterWeight Z a

/-- The error function. -/
def errorFunction (x : ℝ) : ℝ := 2 / √π * ∫ u in (0 : ℝ)..x, Real.exp (-u ^ 2)

/-- Building block, for `a > 0`, of the primitive in the exponent `a`. -/
def halfPrimitive (Z r a : ℝ) : ℝ :=
  Real.exp (-Z * r) * errorFunction (r * √a - Z / 2 * (√a)⁻¹)

/-- The error function is odd. -/
theorem errorFunction_neg (x : ℝ) : errorFunction (-x) = -errorFunction x := by
  have h := intervalIntegral.integral_comp_neg (a := 0) (b := x)
    (fun u : ℝ => Real.exp (-u ^ 2))
  simp only [neg_sq, neg_zero] at h
  unfold errorFunction
  rw [intervalIntegral.integral_symm (-x) 0, ← h]
  ring

/-- The derivative of the error function at `x` is `(2/√π) exp(-x²)`. -/
theorem hasDerivAt_errorFunction (x : ℝ) :
    HasDerivAt errorFunction (2 / √π * Real.exp (-x ^ 2)) x := by
  have hc : Continuous (fun u : ℝ => Real.exp (-u ^ 2)) := by fun_prop
  exact (hc.integral_hasStrictDerivAt 0 x).hasDerivAt.const_mul _

/-- The error function tends to one at large argument. -/
theorem tendsto_errorFunction : Tendsto errorFunction atTop (𝓝 1) := by
  have h := (intervalIntegral_tendsto_integral_Ioi 0
    (integrable_exp_neg_mul_sq (b := 1) one_pos).integrableOn tendsto_id).const_mul (2 / √π)
  have hp : √π ≠ 0 := (Real.sqrt_pos.mpr Real.pi_pos).ne'
  have e : 2 / √π * (√(π / 1) / 2) = 1 := by
    rw [div_one]
    field_simp
  rw [integral_gaussian_Ioi, e] at h
  refine h.congr fun x => ?_
  simp [errorFunction]

/-- Derivative of the building block with respect to the Gaussian exponent `a = s²`. -/
theorem hasDerivAt_halfPrimitive (Z r : ℝ) {s : ℝ} (hs : 0 < s) :
    HasDerivAt (halfPrimitive Z r)
      (Real.exp (-Z ^ 2 / (4 * s ^ 2)) * Real.exp (-s ^ 2 * r ^ 2) * (2 / √π) *
        (r / (2 * s) + Z / (4 * s ^ 3))) (s ^ 2) := by
  have hq : √(s ^ 2) = s := Real.sqrt_sq hs.le
  have h0 := Real.hasDerivAt_sqrt (pow_pos hs 2).ne'
  have hi := h0.inv (by rw [hq]; exact hs.ne')
  have h1 : HasDerivAt (fun a : ℝ => r * √a - Z / 2 * (√a)⁻¹)
      (r / (2 * s) + Z / (4 * s ^ 3)) (s ^ 2) :=
    ((h0.const_mul r).sub (hi.const_mul (Z / 2))).congr_deriv (by rw [hq]; ring)
  have h2 := ((hasDerivAt_errorFunction (r * √(s ^ 2) - Z / 2 * (√(s ^ 2))⁻¹)).comp
    (s ^ 2) h1).const_mul (Real.exp (-Z * r))
  -- completing the square in the exponent
  have hE : Real.exp (-Z * r) * Real.exp (-(r * s - Z / 2 * s⁻¹) ^ 2) =
      Real.exp (-Z ^ 2 / (4 * s ^ 2)) * Real.exp (-s ^ 2 * r ^ 2) := by
    rw [← Real.exp_add, ← Real.exp_add]
    congr 1
    linear_combination (Z * r) * mul_inv_cancel₀ hs.ne'
  refine HasDerivAt.congr_deriv h2 ?_
  rw [hq, ← hE]
  ring

/-- A 1s Slater function is a continuous superposition of Gaussians of all exponents, with an
integrable weight. -/
theorem slater_superposition {Z r : ℝ} (hZ : 0 < Z) (hr : 0 ≤ r) :
    IntegrableOn (fun a => slaterWeight Z a * Real.exp (-a * r ^ 2)) (Ioi 0) ∧
      ∫ a in Ioi 0, slaterWeight Z a * Real.exp (-a * r ^ 2) = Real.exp (-Z * r) := by
  have hder : ∀ a ∈ Ioi (0 : ℝ), HasDerivAt
      (fun a => (halfPrimitive Z r a - halfPrimitive (-Z) r a) / 2)
      (slaterWeight Z a * Real.exp (-a * r ^ 2)) a := by
    intro a ha
    obtain ⟨s, hs, rfl⟩ : ∃ s : ℝ, 0 < s ∧ a = s ^ 2 :=
      ⟨√a, Real.sqrt_pos.mpr ha, (Real.sq_sqrt (le_of_lt ha)).symm⟩
    have hp : (s ^ 2) ^ (-3 / 2 : ℝ) = (s ^ 3)⁻¹ := by
      rw [← Real.rpow_natCast s 2, ← Real.rpow_mul hs.le, ← Real.rpow_natCast s 3,
        ← Real.rpow_neg hs.le]
      congr 1
      norm_num
    refine (((hasDerivAt_halfPrimitive Z r hs).fun_sub
      (hasDerivAt_halfPrimitive (-Z) r hs)).div_const 2).congr_deriv ?_
    rw [slaterWeight, hp, neg_sq]
    ring
  -- the limit of infinitely tight Gaussians
  have htop : Tendsto (fun a => (halfPrimitive Z r a - halfPrimitive (-Z) r a) / 2) atTop
      (𝓝 ((Real.exp (-Z * r) - Real.exp (Z * r)) / 2)) := by
    have hinv : Tendsto (fun a : ℝ => (√a)⁻¹) atTop (𝓝 0) :=
      tendsto_inv_atTop_zero.comp Real.tendsto_sqrt_atTop
    rcases hr.eq_or_lt with rfl | hr
    · have h : ∀ Y, Tendsto (halfPrimitive Y 0) atTop (𝓝 0) := fun Y => by
        have h1 : Tendsto (fun a : ℝ => 0 * √a - Y / 2 * (√a)⁻¹) atTop (𝓝 0) := by
          simpa using (hinv.const_mul (Y / 2)).neg
        have h2 := ((hasDerivAt_errorFunction 0).continuousAt.tendsto.comp h1).const_mul
          (Real.exp (-Y * 0))
        have e : Real.exp (-Y * 0) * errorFunction 0 = 0 := by simp [errorFunction]
        rw [e] at h2
        exact h2
      simpa using ((h Z).sub (h (-Z))).div_const 2
    · have h : ∀ Y, Tendsto (halfPrimitive Y r) atTop (𝓝 (Real.exp (-Y * r) * 1)) := fun Y => by
        have h1 : Tendsto (fun a : ℝ => r * √a - Y / 2 * (√a)⁻¹) atTop atTop := by
          simp only [sub_eq_add_neg]
          exact (Real.tendsto_sqrt_atTop.const_mul_atTop hr).atTop_add
            (hinv.const_mul (Y / 2)).neg
        exact (tendsto_errorFunction.comp h1).const_mul _
      have h3 := ((h Z).sub (h (-Z))).div_const 2
      rw [mul_one, mul_one, neg_neg] at h3
      exact h3
  -- the limit of infinitely diffuse Gaussians
  have hzero : Tendsto (fun a => (halfPrimitive Z r a - halfPrimitive (-Z) r a) / 2) (𝓝[>] 0)
      (𝓝 ((-Real.exp (-Z * r) * 1 - Real.exp (Z * r) * 1) / 2)) := by
    have h0 : Tendsto (fun a : ℝ => √a) (𝓝[>] 0) (𝓝 (√0)) :=
      (Real.continuous_sqrt.tendsto 0).mono_left nhdsWithin_le_nhds
    rw [Real.sqrt_zero] at h0
    have hs : Tendsto (fun a : ℝ => √a) (𝓝[>] 0) (𝓝[>] 0) :=
      tendsto_nhdsWithin_iff.mpr
        ⟨h0, eventually_mem_nhdsWithin.mono fun a ha => Real.sqrt_pos.mpr ha⟩
    have h : ∀ q : ℝ, Tendsto (fun a : ℝ => q * √a + Z / 2 * (√a)⁻¹) (𝓝[>] 0) atTop :=
      fun q => (h0.const_mul q).add_atTop
        ((tendsto_inv_nhdsGT_zero.comp hs).const_mul_atTop (half_pos hZ))
    refine ((((tendsto_errorFunction.comp (h (-r))).const_mul (-Real.exp (-Z * r))).sub
      ((tendsto_errorFunction.comp (h r)).const_mul (Real.exp (Z * r)))).div_const 2).congr
      fun a => ?_
    have e1 : r * √a - Z / 2 * (√a)⁻¹ = -(-r * √a + Z / 2 * (√a)⁻¹) := by ring
    have e2 : r * √a - -Z / 2 * (√a)⁻¹ = r * √a + Z / 2 * (√a)⁻¹ := by ring
    simp only [halfPrimitive, Function.comp_apply]
    rw [e1, e2, errorFunction_neg, neg_neg]
    ring
  -- extend the primitive `F` continuously to exponent zero by its limit `v`
  obtain ⟨v, hv⟩ : ∃ v : ℝ, v = (-Real.exp (-Z * r) * 1 - Real.exp (Z * r) * 1) / 2 :=
    ⟨_, rfl⟩
  rw [← hv] at hzero
  obtain ⟨F, hder, htop, hzero⟩ : ∃ F : ℝ → ℝ,
      (∀ a ∈ Ioi (0 : ℝ), HasDerivAt F (slaterWeight Z a * Real.exp (-a * r ^ 2)) a) ∧
      Tendsto F atTop (𝓝 ((Real.exp (-Z * r) - Real.exp (Z * r)) / 2)) ∧
      Tendsto F (𝓝[>] 0) (𝓝 v) := ⟨_, hder, htop, hzero⟩
  have hset : Ici (0 : ℝ) \ {0} = Ioi 0 := by
    ext x
    exact ⟨fun h => lt_of_le_of_ne h.1 fun e => h.2 e.symm,
      fun h => ⟨mem_Ici.mpr (mem_Ioi.mp h).le, (mem_Ioi.mp h).ne'⟩⟩
  have hne : ∀ a : ℝ, a ≠ 0 → Function.update F 0 v a = F a :=
    fun a ha => Function.update_of_ne ha v F
  have hcont : ContinuousWithinAt (Function.update F 0 v) (Ici 0) 0 :=
    continuousWithinAt_update_same.mpr (by rw [hset]; exact hzero)
  have hder' : ∀ a ∈ Ioi (0 : ℝ), HasDerivAt (Function.update F 0 v)
      (slaterWeight Z a * Real.exp (-a * r ^ 2)) a := fun a ha =>
    (hder a ha).congr_of_eventuallyEq ((eventually_ne_nhds (mem_Ioi.mp ha).ne').mono hne)
  have htop' : Tendsto (Function.update F 0 v) atTop
      (𝓝 ((Real.exp (-Z * r) - Real.exp (Z * r)) / 2)) :=
    htop.congr' ((eventually_ne_atTop (0 : ℝ)).mono fun a ha => (hne a ha).symm)
  have hpos : ∀ a ∈ Ioi (0 : ℝ), 0 ≤ slaterWeight Z a * Real.exp (-a * r ^ 2) := by
    intro a ha
    have ha' : 0 < a := ha
    unfold slaterWeight
    positivity
  refine ⟨integrableOn_Ioi_deriv_of_nonneg hcont hder' hpos htop', ?_⟩
  rw [integral_Ioi_of_hasDerivAt_of_nonneg hcont hder' hpos htop', Function.update_self, hv]
  ring

/-- `T(A)` is the part of the unit amplitude at the nucleus that Gaussians with exponents up to
`A` leave out. -/
theorem missedAmplitude_eq {Z A : ℝ} (hZ : 0 < Z) (hA : 0 < A) :
    missedAmplitude Z A = 1 - truncatedSlater Z A 0 := by
  obtain ⟨hi, hv⟩ := slater_superposition hZ le_rfl
  have h := setIntegral_union (Ioc_disjoint_Ioi le_rfl) measurableSet_Ioi
    (hi.mono_set (Ioc_subset_Ioi_self : Ioc 0 A ⊆ Ioi 0))
    (hi.mono_set (Ioi_subset_Ioi hA.le))
  have hz : ∫ a in Ioi A, slaterWeight Z a * Real.exp (-a * 0 ^ 2) = missedAmplitude Z A := by
    simp [missedAmplitude]
  rw [Ioc_union_Ioi_eq_Ioi hA.le, hv, hz, mul_zero, Real.exp_zero] at h
  unfold truncatedSlater
  linarith

/-- Two-sided bound on the amplitude at the nucleus missed by Gaussians with exponents up to
`A`. -/
theorem missedAmplitude_bounds {Z A : ℝ} (hZ : 0 < Z) (hA : 0 < A) :
    Real.exp (-Z ^ 2 / (4 * A)) * (Z / √(π * A)) ≤ missedAmplitude Z A ∧
      missedAmplitude Z A ≤ Z / √(π * A) := by
  have hw : IntegrableOn (slaterWeight Z) (Ioi A) := by
    simpa using (slater_superposition hZ le_rfl).1.mono_set (Ioi_subset_Ioi hA.le)
  have hp : IntegrableOn (fun a : ℝ => Z / (2 * √π) * a ^ (-3 / 2 : ℝ)) (Ioi A) :=
    (integrableOn_Ioi_rpow_of_lt (by norm_num) hA).const_mul _
  have hJ : ∫ a in Ioi A, Z / (2 * √π) * a ^ (-3 / 2 : ℝ) = Z / √(π * A) := by
    rw [integral_const_mul, integral_Ioi_rpow_of_lt (by norm_num) hA,
      show (-3 / 2 : ℝ) + 1 = -(1 / 2) by norm_num, Real.rpow_neg hA.le,
      ← Real.sqrt_eq_rpow, Real.sqrt_mul Real.pi_pos.le]
    ring
  have hc : ∀ a ∈ Ioi A, 0 ≤ Z / (2 * √π) * a ^ (-3 / 2 : ℝ) := by
    intro a ha
    have ha' : 0 < a := hA.trans ha
    positivity
  constructor
  · rw [← hJ, ← integral_const_mul]
    refine setIntegral_mono_on (hp.const_mul _) hw measurableSet_Ioi fun a ha => ?_
    have h1 : Real.exp (-Z ^ 2 / (4 * A)) ≤ Real.exp (-Z ^ 2 / (4 * a)) := by
      have ha' : A ≤ a := le_of_lt ha
      rw [Real.exp_le_exp, neg_div, neg_div]
      exact neg_le_neg (by gcongr)
    rw [mul_comm (Real.exp _)]
    exact mul_le_mul_of_nonneg_left h1 (hc a ha)
  · rw [← hJ]
    refine setIntegral_mono_on hw hp measurableSet_Ioi fun a ha => ?_
    have ha' : 0 < a := hA.trans ha
    have h2 : Real.exp (-Z ^ 2 / (4 * a)) ≤ 1 := by
      rw [Real.exp_le_one_iff, neg_div]
      exact neg_nonpos.mpr (by positivity)
    exact mul_le_of_le_one_right (hc a ha) h2

/-- The missed amplitude decays as the inverse square root of the largest exponent, with
prefactor `Z/√π`. -/
theorem tendsto_sqrt_mul_missedAmplitude {Z : ℝ} (hZ : 0 < Z) :
    Tendsto (fun A => √A * missedAmplitude Z A) atTop (𝓝 (Z / √π)) := by
  have h0 : Tendsto (fun A : ℝ => -Z ^ 2 / (4 * A)) atTop (𝓝 0) :=
    (tendsto_id.const_mul_atTop (by norm_num : (0 : ℝ) < 4)).const_div_atTop _
  have h1 := ((Real.continuous_exp.tendsto 0).comp h0).mul_const (Z / √π)
  rw [Real.exp_zero, one_mul] at h1
  have e : ∀ A : ℝ, 0 < A → √A * (Z / √(π * A)) = Z / √π := by
    intro A hA
    have hs : √A ≠ 0 := (Real.sqrt_pos.mpr hA).ne'
    have hp : √π ≠ 0 := (Real.sqrt_pos.mpr Real.pi_pos).ne'
    rw [Real.sqrt_mul Real.pi_pos.le]
    field_simp
  refine tendsto_of_tendsto_of_tendsto_of_le_of_le' h1 tendsto_const_nhds ?_ ?_
  · filter_upwards [eventually_gt_atTop (0 : ℝ)] with A hA
    have h := mul_le_mul_of_nonneg_left (missedAmplitude_bounds hZ hA).1 (Real.sqrt_nonneg A)
    rw [mul_left_comm, e A hA] at h
    exact h
  · filter_upwards [eventually_gt_atTop (0 : ℝ)] with A hA
    have h := mul_le_mul_of_nonneg_left (missedAmplitude_bounds hZ hA).2 (Real.sqrt_nonneg A)
    rw [e A hA] at h
    exact h

/-- A largest exponent of at least `Z²/(π ε²)` keeps the missed amplitude within `ε`. -/
theorem missedAmplitude_le_of_exponent {Z A ε : ℝ} (hZ : 0 < Z) (hε : 0 < ε)
    (h : Z ^ 2 / (π * ε ^ 2) ≤ A) : missedAmplitude Z A ≤ ε := by
  have hA : 0 < A := lt_of_lt_of_le (by positivity) h
  refine (missedAmplitude_bounds hZ hA).2.trans ?_
  rw [div_le_iff₀ (by positivity)] at h
  have h1 : Z / ε ≤ √(π * A) := by
    apply Real.le_sqrt_of_sq_le
    rw [div_pow, div_le_iff₀ (by positivity)]
    linarith
  rw [div_le_iff₀ hε] at h1
  rw [div_le_iff₀ (by positivity)]
  linarith

end

end SlaterCuspGaussians
```

```lean
#print axioms SlaterCuspGaussians.slater_superposition
#print axioms SlaterCuspGaussians.missedAmplitude_eq
#print axioms SlaterCuspGaussians.tendsto_sqrt_mul_missedAmplitude
#print axioms SlaterCuspGaussians.missedAmplitude_le_of_exponent
```

```
'SlaterCuspGaussians.slater_superposition' depends on axioms: [propext, Classical.choice, Quot.sound]
'SlaterCuspGaussians.missedAmplitude_eq' depends on axioms: [propext, Classical.choice, Quot.sound]
'SlaterCuspGaussians.tendsto_sqrt_mul_missedAmplitude' depends on axioms: [propext, Classical.choice, Quot.sound]
'SlaterCuspGaussians.missedAmplitude_le_of_exponent' depends on axioms: [propext, Classical.choice, Quot.sound]
```

The first three lemmas supply the oddness, derivative and limit of the error function. `hasDerivAt_halfPrimitive` differentiates \(H_Y\) at \(a=s^2\), which turns fractional powers into powers of \(s\); its step `hE` completes the square.

In `slater_superposition`, `hder` shows that \(F=(H_Z-H_{-Z})/2\) has the integrand as its derivative, and `htop` and `hzero` compute the end limits. `Function.update` assigns \(F\) its limiting value at zero. Since the integrand is nonnegative, the finite limits yield integrability as well as the integral.

`missedAmplitude_eq` splits the range with `setIntegral_union`. For the bounds, `hJ` evaluates the power integral and `setIntegral_mono_on` integrates the pointwise inequalities. The limit theorem applies the squeeze for positive \(A\), and the last theorem rearranges the upper bound.
